# A particle on a triangle with hopping +1 has (1, −1, 0)/√2 as a ground state if the potential is equal on the first two sites and no lower on the third

One particle lives on three sites, with a hopping matrix element of +1 between every two sites and a real on-site potential `v`. The theorem `pairState_isGroundState` says that if `v 0 = v 1` and `v 0 ≤ v 2`, the state (1, −1, 0)/√2 is a ground state with energy `v 0 - 1`. This means that the state has norm one, that it is an eigenvector with that eigenvalue, and that ⟨φ, Hφ⟩ is at least `v 0 - 1` times the squared norm of φ for every vector φ, normalised or not. The proof takes the norm from the site densities (1/2, 1/2, 0) and checks the eigenvalue equation site by site. For the lower bound it writes ⟨φ, Hφ⟩ as the squared modulus of the summed amplitudes plus the densities weighted by `v i - 1`.

As first written in Lean, the proof fails:

```lean
import Mathlib

open Matrix

namespace PairStateIsGroundState

noncomputable section

/-- The hopping matrix of the triangle: zero diagonal and all other entries `+1`. -/
def hopping : Matrix (Fin 3) (Fin 3) ℂ := !![0, 1, 1; 1, 0, 1; 1, 1, 0]

/-- The one-particle Hamiltonian: hopping plus a real on-site potential `v`. -/
def hamiltonian (v : Fin 3 → ℝ) : Matrix (Fin 3) (Fin 3) ℂ :=
  hopping + diagonal (fun i => (v i : ℂ))

/-- The site density `|ψ i|²`. -/
def density (ψ : Fin 3 → ℂ) (i : Fin 3) : ℝ := Complex.normSq (ψ i)

/-- The energy expression `⟨ψ, H ψ⟩`, without division by the squared norm. -/
def energy (v : Fin 3 → ℝ) (ψ : Fin 3 → ℂ) : ℝ :=
  (star ψ ⬝ᵥ (hamiltonian v *ᵥ ψ)).re

/-- A ground state with energy `E`: a normalised eigenvector with eigenvalue `E`, where
`⟨φ, H φ⟩` is at least `E` times the squared norm for every vector `φ`. -/
structure IsGroundState (v : Fin 3 → ℝ) (E : ℝ) (ψ : Fin 3 → ℂ) : Prop where
  normalized : ∑ i, density ψ i = 1
  eigen : hamiltonian v *ᵥ ψ = (E : ℂ) • ψ
  minimal : ∀ φ : Fin 3 → ℂ, E * ∑ i, density φ i ≤ energy v φ

/-- The normalised state `(1, -1, 0)/√2`. -/
def pairState : Fin 3 → ℂ :=
  ![((Real.sqrt (1 / 2) : ℝ) : ℂ), -((Real.sqrt (1 / 2) : ℝ) : ℂ), 0]

/-- The Hamiltonian adds the sum of all amplitudes to `(v i - 1) ψ i` on each site. -/
theorem hamiltonian_mulVec (v : Fin 3 → ℝ) (ψ : Fin 3 → ℂ) (i : Fin 3) :
    (hamiltonian v *ᵥ ψ) i = (ψ 0 + ψ 1 + ψ 2) + ((v i : ℂ) - 1) * ψ i := by
  fin_cases i <;>
    simp [hamiltonian, hopping, Matrix.mulVec, dotProduct, Fin.sum_univ_three,
      Matrix.diagonal_apply] <;> ring

/-- The energy is the squared modulus of the total amplitude plus the density weighted
by `v i - 1`. -/
theorem energy_eq (v : Fin 3 → ℝ) (ψ : Fin 3 → ℂ) :
    energy v ψ = Complex.normSq (ψ 0 + ψ 1 + ψ 2) + ∑ i, (v i - 1) * density ψ i := by
  simp only [energy, dotProduct, Fin.sum_univ_three, hamiltonian_mulVec, Pi.star_apply,
    density]
  simp [Complex.normSq_apply]
  ring

/-- The state `(1, -1, 0)/√2` has density `(1/2, 1/2, 0)`. -/
theorem density_pairState : density pairState = ![1 / 2, 1 / 2, 0] := by
  have hs : Complex.normSq ((Real.sqrt (1 / 2) : ℝ) : ℂ) = 1 / 2 := by
    rw [Complex.normSq_ofReal]
    exact Real.mul_self_sqrt (by norm_num)
  ext i
  fin_cases i
  · exact hs
  · exact (Complex.normSq_neg _).trans hs
  · exact Complex.normSq_zero

/-- If the potential is equal on the first two sites and not lower on the third, then
`(1, -1, 0)/√2` is a ground state with energy `v 0 - 1`. -/
theorem pairState_isGroundState (v : Fin 3 → ℝ) (h01 : v 0 = v 1) (h02 : v 0 ≤ v 2) :
    IsGroundState v (v 0 - 1) pairState where
  normalized := by norm_num [density_pairState, Fin.sum_univ_three]
  eigen := by
    ext i
    rw [hamiltonian_mulVec]
    fin_cases i <;> simp [pairState, h01]
  minimal φ := by
    rw [energy_eq]
    simp only [Fin.sum_univ_three, density]
    rw [← h01]
    have h1 := Complex.normSq_nonneg (φ 0 + φ 1 + φ 2)
    have h2 := mul_nonneg (sub_nonneg.2 h02) (Complex.normSq_nonneg (φ 2))
    nlinarith [h1, h2]

end

end PairStateIsGroundState
```

The compiler's answer:

```
Main.lean:65:16: error: unsolved goals
v : Fin 3 → ℝ
h01 : v 0 = v 1
h02 : v 0 ≤ v 2
⊢ ![1 / 2, 1 / 2, 0] 2 = 0
```

As a diff, the version that Lean accepts:

```diff
@@ -63,5 +63,8 @@
 theorem pairState_isGroundState (v : Fin 3 → ℝ) (h01 : v 0 = v 1) (h02 : v 0 ≤ v 2) :
     IsGroundState v (v 0 - 1) pairState where
-  normalized := by norm_num [density_pairState, Fin.sum_univ_three]
+  normalized := by
+    simp only [density_pairState, Fin.sum_univ_three]
+    show (1 / 2 : ℝ) + 1 / 2 + 0 = 1
+    norm_num
   eigen := by
     ext i
```

Cause. The error is in the field `normalized`, where the three densities must add up to 1. `norm_num` put in the known densities, expanded the sum and dealt with the first two entries, which already give 1. What remained was `![1 / 2, 1 / 2, 0] 2 = 0`, which says that the entry at index 2 of the vector is zero. This is true, since that entry is the written `0`, but the call did not reduce the lookup at index 2 to it, and so the goal stayed open.

The repair splits the step in three. `simp only` puts in the densities and expands the sum. `show` then restates the goal as `(1 / 2 : ℝ) + 1 / 2 + 0 = 1`, which Lean accepts because looking up the entries of the vector gives these numbers by definition. No lookup is left, and `norm_num` only has to do the arithmetic.
